# Determinants differing in at least two orbitals give a diagonal one-particle density matrix

## Modes, determinants and the density matrix

The orbitals are labelled by a linearly ordered type `ι`, which may be infinite. They stand for orthonormal spin orbitals. States are vectors in a complex inner product space `H`, and ⟨x, y⟩ is conjugate-linear in x.

```lean
import Mathlib

open scoped InnerProductSpace ComplexConjugate

namespace SeparatedDeterminants

noncomputable section

variable {ι H : Type*} [LinearOrder ι] [NormedAddCommGroup H] [InnerProductSpace ℂ H]
```

Each orbital p has a creator c_p and an annihilator a_p, linear maps defined on all of `H`. They satisfy

⟨c_p x, y⟩ = ⟨x, a_p y⟩
c_p c_q + c_q c_p = 0
a_p c_q + c_q a_p = δ_pq

and there is a vacuum of norm one with a_p vac = 0 for every p. The anticommutation relations encode Fermi statistics and the orthonormality of the orbitals. `FermionModes` collects these assumptions.

```lean
/-- Fermionic creators `c` and annihilators `a`, mutually adjoint and obeying the canonical
anticommutation relations, with a unit vacuum killed by every annihilator. -/
structure FermionModes (c a : ι → H →ₗ[ℂ] H) (vac : H) : Prop where
  adj : ∀ p x y, ⟪c p x, y⟫_ℂ = ⟪x, a p y⟫_ℂ
  cc : ∀ p q x, c p (c q x) + c q (c p x) = 0
  ac : ∀ p q x, a p (c q x) + c q (a p x) = if p = q then x else 0
  vac_unit : ‖vac‖ = 1
  vac_empty : ∀ p, a p vac = 0
```

A list of orbitals p₁, …, p_N gives the state c_p₁ ⋯ c_p_N vac, in which the last creator acts first.

```lean
/-- The creators of a list of orbitals applied to the vacuum, the last one first. -/
def fill (c : ι → H →ₗ[ℂ] H) (vac : H) : List ι → H
  | [] => vac
  | p :: l => c p (fill c vac l)
```

For a finite set S of orbitals, the determinant D_S uses the list of S in increasing order. This fixes its sign.

```lean
/-- The determinant state on the orbital set `S`, with creators in increasing order. -/
def det (c : ι → H →ₗ[ℂ] H) (vac : H) (S : Finset ι) : H := fill c vac (Finset.sort S)
```

The one-particle density matrix of a state ψ is

γ_pq = ⟨ψ, c_p a_q ψ⟩.

The definition doesn't divide by ⟨ψ, ψ⟩.

```lean
/-- The one-particle density matrix `γ p q = ⟨ψ, c_p a_q ψ⟩`. -/
def gamma (c a : ι → H →ₗ[ℂ] H) (ψ : H) (p q : ι) : ℂ := ⟪ψ, c p (a q ψ)⟫_ℂ
```

## Filled and empty orbitals

Setting q = p in the creator relation gives 2 c_p c_p x = 0. The next lemma removes the factor 2.

```lean
variable {c a : ι → H →ₗ[ℂ] H} {vac : H}

omit [LinearOrder ι] in
private lemma zero_of_double {x : H} (hx : x + x = 0) : x = 0 := by
  rw [← two_smul ℂ] at hx
  exact (smul_eq_zero.mp hx).resolve_left two_ne_zero
```

The annihilators anticommute because they are adjoints of the creators. For every v,

⟨v, (a_p a_q + a_q a_p) x⟩ = ⟨(c_q c_p + c_p c_q) v, x⟩ = 0,

and a vector orthogonal to every v is zero.

```lean
/-- Annihilators anticommute. -/
theorem annihilators_anticommute (h : FermionModes c a vac) (p q : ι) (x : H) :
    a p (a q x) + a q (a p x) = 0 := by
  refine ext_inner_left ℂ fun v => ?_
  rw [inner_add_right, ← h.adj p, ← h.adj q, ← h.adj q, ← h.adj p, ← inner_add_left,
    h.cc, inner_zero_left, inner_zero_right]
```

If r is in S, then c_r D_S = 0. Move c_r to the right, with a change of sign at each step, until it meets the c_r already present; then c_r c_r = 0. The Lean proof carries this out by induction on the list.

```lean
/-- Creating a particle in an occupied orbital of a determinant gives zero. -/
theorem create_det (h : FermionModes c a vac) {r : ι} {S : Finset ι} (hr : r ∈ S) :
    c r (det c vac S) = 0 := by
  have key : ∀ l : List ι, r ∈ l → c r (fill c vac l) = 0 := by
    intro l
    induction l with
    | nil => simp
    | cons p t ih =>
      intro hl
      have h1 := h.cc r p (fill c vac t)
      rcases List.mem_cons.mp hl with e | ht
      · subst e
        exact zero_of_double h1
      · rw [ih ht, map_zero, add_zero] at h1
        exact h1
  exact key _ (by simpa using hr)
```

If r is not in S, then a_r anticommutes with every creator in D_S and reaches the vacuum, which it kills. This is first shown for lists.

```lean
private lemma annihilate_fill (h : FermionModes c a vac) {r : ι} (l : List ι) (hl : r ∉ l) :
    a r (fill c vac l) = 0 := by
  induction l with
  | nil => exact h.vac_empty r
  | cons p t ih =>
    rw [List.mem_cons, not_or] at hl
    have h1 := h.ac r p (fill c vac t)
    rw [ih hl.2, map_zero, add_zero, if_neg hl.1] at h1
    exact h1
```

Applied to the sorted list of S, it gives a_r D_S = 0.

```lean
/-- Annihilating a particle in an empty orbital of a determinant gives zero. -/
theorem annihilate_det (h : FermionModes c a vac) {r : ι} {S : Finset ι} (hr : r ∉ S) :
    a r (det c vac S) = 0 :=
  annihilate_fill h _ (by simpa using hr)
```

Determinants have norm one. Let x be the state of a list that doesn't contain p. Then a_p x = 0, so a_p c_p x = x and

⟨c_p x, c_p x⟩ = ⟨x, a_p c_p x⟩ = ⟨x, x⟩.

Induction reduces the norm to that of the vacuum.

```lean
/-- Every determinant state is normalised. -/
theorem det_inner_self (h : FermionModes c a vac) (S : Finset ι) :
    ⟪det c vac S, det c vac S⟫_ℂ = 1 := by
  have key : ∀ l : List ι, l.Nodup → ⟪fill c vac l, fill c vac l⟫_ℂ = 1 := by
    intro l
    induction l with
    | nil => intro _; simp [fill, inner_self_eq_norm_sq_to_K, h.vac_unit]
    | cons p t ih =>
      intro hl
      rw [List.nodup_cons] at hl
      have h1 := h.ac p p (fill c vac t)
      rw [annihilate_fill h t hl.1, map_zero, add_zero, if_pos rfl] at h1
      change ⟪c p (fill c vac t), c p (fill c vac t)⟫_ℂ = 1
      rw [h.adj, h1, ih hl.2]
  exact key _ (Finset.sort_nodup _ _)
```

## Orthogonality after removing one particle

Let u = a_p D_S and v = a_q D_T. Suppose that an orbital r ≠ p lies in S, and that r is either absent from T or equal to q. Then r is still filled in u and empty in v:

c_r u = −a_p c_r D_S = 0
a_r v = 0.

The second line follows from a_r a_q = −a_q a_r if r is not in T, and from a_r a_r = 0 if r = q. Hence v = a_r c_r v, and

⟨u, v⟩ = ⟨u, a_r c_r v⟩ = ⟨c_r u, c_r v⟩ = 0.

No fermionic sign has to be evaluated.

```lean
/-- Removing `p` from `S` and `q` from `T` leaves orthogonal states if some orbital `r` is still
filled in the first and is empty in the second. -/
theorem hole_overlap_zero (h : FermionModes c a vac) {p q r : ι} {S T : Finset ι}
    (hS : r ∈ S) (hp : r ≠ p) (hT : r ∉ T ∨ r = q) :
    ⟪a p (det c vac S), a q (det c vac T)⟫_ℂ = 0 := by
  have hu := h.ac p r (det c vac S)
  rw [create_det h hS, map_zero, zero_add, if_neg hp.symm] at hu
  have hv : a r (a q (det c vac T)) = 0 := by
    have h1 := annihilators_anticommute h r q (det c vac T)
    rcases hT with hT | e
    · rwa [annihilate_det h hT, map_zero, add_zero] at h1
    · subst e
      exact zero_of_double h1
  -- a state with `r` empty equals `a_r c_r` applied to itself
  have h2 := h.ac r r (a q (det c vac T))
  rw [hv, map_zero, add_zero, if_pos rfl] at h2
  rw [← h2, ← h.adj, hu, inner_zero_left]
```

The density matrix is an overlap of such one-hole states, since moving c_p to the left gives

γ_pq = ⟨a_p ψ, a_q ψ⟩.

```lean
private lemma gamma_eq (h : FermionModes c a vac) (ψ : H) (p q : ι) :
    gamma c a ψ p q = ⟪a p ψ, a q ψ⟫_ℂ := by
  rw [gamma, ← inner_conj_symm, h.adj, inner_conj_symm]
```

For a single determinant, γ_pq vanishes if p or q is empty. If p ≠ q are both occupied, the orthogonality above applies with T = S and r = q. If p = q is occupied, then c_p D_S = 0 gives c_p a_p D_S = D_S, so

γ_pp = ⟨c_p a_p D_S, D_S⟩ = 1.

```lean
/-- The density matrix of a single determinant is diagonal, with entry one on occupied orbitals
and zero on empty ones. -/
theorem gamma_det (h : FermionModes c a vac) (S : Finset ι) (p q : ι) :
    gamma c a (det c vac S) p q = if p = q ∧ p ∈ S then 1 else 0 := by
  rw [gamma_eq h]
  by_cases hp : p ∈ S
  · by_cases e : p = q
    · subst e
      have h1 := h.ac p p (det c vac S)
      rw [create_det h hp, map_zero, zero_add, if_pos rfl] at h1
      rw [← h.adj, h1, det_inner_self h, if_pos ⟨rfl, hp⟩]
    · rw [if_neg (fun hh => e hh.1)]
      by_cases hq : q ∈ S
      · exact hole_overlap_zero h hq (Ne.symm e) (Or.inr rfl)
      · rw [annihilate_det h hq, inner_zero_right]
  · rw [annihilate_det h hp, inner_zero_left, if_neg (fun hh => hp hh.2)]
```

## The separated expansion

Take ψ = Σ_S C_S D_S over a finite family `F` of N-element sets. Assume that any two distinct sets S, T in `F` with nonzero coefficients satisfy

|S ∩ T| + 2 ≤ N.

For N ≥ 2 they share at most N − 2 orbitals; for N = 0 or 1 the condition allows at most one nonzero coefficient. Expanding both sides of the overlap gives

γ_pq = Σ_S Σ_T conj(C_S) C_T ⟨a_p D_S, a_q D_T⟩.

For S ≠ T with nonzero coefficients,

|S \ T| = N − |S ∩ T| ≥ 2,

so S \ T contains an orbital r ≠ p, and the cross term vanishes. The terms with S = T contribute |C_S|² times the single-determinant result, which leaves

γ_pq = δ_pq Σ_{S∋p} |C_S|².

In `gamma_diagonal`, `hN` fixes the particle number and `hsep` is the separation condition. The diagonal value is a real sum regarded as a complex number. In the proof, `row` reduces the sum over T to the term T = S, `omega` does the counting, and `Finset.exists_mem_ne` supplies r.

The coefficients need not be normalised. For ψ ≠ 0, the normalised density matrix follows on division by Σ_S |C_S|². In configuration interaction, a finite expansion in determinants whose spatial orbitals are all doubly occupied or empty meets the condition, so its spin orbitals already diagonalise γ.

```lean
/-- If distinct `N`-electron determinants with nonzero coefficients share at most `N - 2`
orbitals, `γ` is diagonal and `γ p p` is the sum of `|C S|²` over the sets `S` containing `p`. -/
theorem gamma_diagonal (h : FermionModes c a vac) (N : ℕ) (F : Finset (Finset ι))
    (C : Finset ι → ℂ) (hN : ∀ S ∈ F, S.card = N)
    (hsep : ∀ S ∈ F, ∀ T ∈ F, C S ≠ 0 → C T ≠ 0 → S ≠ T → (S ∩ T).card + 2 ≤ N) (p q : ι) :
    gamma c a (∑ S ∈ F, C S • det c vac S) p q =
      if p = q then ((∑ S ∈ F with p ∈ S, ‖C S‖ ^ 2 : ℝ) : ℂ) else 0 := by
  have row : ∀ S ∈ F, ⟪C S • a p (det c vac S), ∑ T ∈ F, C T • a q (det c vac T)⟫_ℂ =
      if p = q ∧ p ∈ S then (‖C S‖ : ℂ) ^ 2 else 0 := by
    intro S hS
    rw [inner_sum, Finset.sum_eq_single S]
    · rw [inner_smul_left, inner_smul_right, ← gamma_eq h, gamma_det h, ← Complex.conj_mul']
      split_ifs <;> simp
    · intro T hT hTS
      rw [inner_smul_left, inner_smul_right]
      by_cases h1 : C S = 0
      · simp [h1]
      by_cases h2 : C T = 0
      · simp [h2]
      -- at least two orbitals of `S` are missing in `T`; one of them is not `p`
      have h3 := hsep S hS T hT h1 h2 hTS.symm
      have h4 := Finset.card_sdiff_add_card_inter S T
      have h5 := hN S hS
      obtain ⟨r, hr, hrp⟩ := Finset.exists_mem_ne (s := S \ T) (by omega) p
      rw [Finset.mem_sdiff] at hr
      rw [hole_overlap_zero h hr.1 hrp (Or.inl hr.2), mul_zero, mul_zero]
    · exact fun hh => absurd hS hh
  rw [gamma_eq h]
  simp only [map_sum, map_smul]
  rw [sum_inner, Finset.sum_congr rfl row]
  by_cases e : p = q
  · subst e
    rw [if_pos rfl, Complex.ofReal_sum, Finset.sum_filter]
    exact Finset.sum_congr rfl fun S _ => by simp
  · simp [e]
```

If two determinants share N − 1 orbitals, γ can have nonzero off-diagonal elements. Let p ≠ q both be absent from R, and set

ψ = α c_p D_R + β c_q D_R.

Up to sign, the two terms are determinants with N = |R| + 1 particles and |R| orbitals in common. Here a_p ψ = α D_R and a_q ψ = β D_R, so

γ_pq = conj(α) β,

or conj(α) β / (|α|² + |β|²) after normalisation, if ψ ≠ 0. This is nonzero whenever α and β are.

```lean
/-- Adding one particle to a determinant in a superposition of two empty orbitals `p ≠ q` gives the
off-diagonal element `conj α * β`. -/
theorem gamma_single_excitation (h : FermionModes c a vac) {R : Finset ι} {p q : ι}
    (hp : p ∉ R) (hq : q ∉ R) (hpq : p ≠ q) (α β : ℂ) :
    gamma c a (α • c p (det c vac R) + β • c q (det c vac R)) p q = conj α * β := by
  have h1 := h.ac p p (det c vac R)
  have h2 := h.ac p q (det c vac R)
  have h3 := h.ac q p (det c vac R)
  have h4 := h.ac q q (det c vac R)
  rw [annihilate_det h hp, map_zero, add_zero] at h1 h2
  rw [annihilate_det h hq, map_zero, add_zero] at h3 h4
  rw [gamma_eq h]
  simp only [map_add, map_smul, h1, h2, h3, h4, if_neg hpq, if_neg hpq.symm, if_true,
    smul_zero, add_zero, zero_add, inner_smul_left, inner_smul_right, det_inner_self h, mul_one]
  try ring
```

## An explicit Fock space

For finitely many orbitals, the assumed relations are realised on amplitudes f(S) indexed by occupied sets. The Jordan–Wigner sign s_p(S) has one factor −1 for each orbital of S below p.

```lean
/-- The Jordan–Wigner sign: one factor `-1` for each orbital of `S` below `p`. -/
def sgn (p : ι) (S : Finset ι) : ℂ := ∏ r ∈ S, if r < p then -1 else 1
```

Adding an orbital r to S multiplies s_p by −1 if r < p, and by 1 otherwise.

```lean
private lemma sgn_insert {r : ι} {S : Finset ι} (hr : r ∉ S) (p : ι) :
    sgn p (insert r S) = (if r < p then -1 else 1) * sgn p S := Finset.prod_insert hr
```

Removing an orbital obeys the same rule.

```lean
private lemma sgn_erase {r : ι} {S : Finset ι} (hr : r ∈ S) (p : ι) :
    sgn p S = (if r < p then -1 else 1) * sgn p (S.erase r) :=
  (Finset.mul_prod_erase S (fun r => if r < p then (-1 : ℂ) else 1) hr).symm
```

The sign squares to one.

```lean
private lemma sgn_sq (p : ι) (S : Finset ι) : sgn p S * sgn p S = 1 := by
  rw [sgn, ← Finset.prod_mul_distrib]
  exact Finset.prod_eq_one fun r _ => by split_ifs <;> norm_num
```

It is also real.

```lean
private lemma sgn_conj (p : ι) (S : Finset ι) : conj (sgn p S) = sgn p S := by
  rw [sgn, map_prod]
  exact Finset.prod_congr rfl fun r _ => by split_ifs <;> simp
```

The creator is

(c_p f)(S) = s_p(S) f(S \ {p}) if p ∈ S, and 0 otherwise.

```lean
variable [Fintype ι]

/-- The creator of orbital `p` on amplitudes indexed by occupied sets. -/
def up (p : ι) : EuclideanSpace ℂ (Finset ι) →ₗ[ℂ] EuclideanSpace ℂ (Finset ι) where
  toFun f := WithLp.toLp 2 fun S => if p ∈ S then sgn p S * f (S.erase p) else 0
  map_add' f g := by ext S; by_cases h : p ∈ S <;> simp [h, mul_add]
  map_smul' z f := by ext S; by_cases h : p ∈ S <;> simp [h, mul_left_comm]
```

The annihilator is

(a_p f)(S) = s_p(S) f(S ∪ {p}) if p ∉ S, and 0 otherwise.

```lean
/-- The annihilator of orbital `p` on amplitudes indexed by occupied sets. -/
def down (p : ι) : EuclideanSpace ℂ (Finset ι) →ₗ[ℂ] EuclideanSpace ℂ (Finset ι) where
  toFun f := WithLp.toLp 2 fun S => if p ∈ S then 0 else sgn p S * f (insert p S)
  map_add' f g := by ext S; by_cases h : p ∈ S <;> simp [h, mul_add]
  map_smul' z f := by ext S; by_cases h : p ∈ S <;> simp [h, mul_left_comm]
```

Both formulas are recorded component by component.

```lean
omit [Fintype ι] in
private lemma up_apply (p : ι) (f : EuclideanSpace ℂ (Finset ι)) (S : Finset ι) :
    up p f S = if p ∈ S then sgn p S * f (S.erase p) else 0 := rfl

omit [Fintype ι] in
private lemma down_apply (p : ι) (f : EuclideanSpace ℂ (Finset ι)) (S : Finset ι) :
    down p f S = if p ∈ S then 0 else sgn p S * f (insert p S) := rfl
```

Adjointness follows by pairing each set S that contains p with S \ {p}, which has the same sign s_p. For the creators with p < q both in S,

s_q(S) = −s_q(S \ {p})
s_p(S) = s_p(S \ {q}),

so the two orders of creation cancel. The mixed relation with p ≠ q cancels in the same way. For p = q exactly one of its two terms survives, and s_p(S)² = 1 makes it f(S). The vacuum is the unit amplitude on the empty set.

```lean
/-- On the Fock space of any finite ordered set of orbitals, `up`, `down` and the unit amplitude
on the empty set satisfy all the relations of `FermionModes`. -/
theorem fermionModes_witness :
    FermionModes (up (ι := ι)) down (EuclideanSpace.single ∅ 1) where
  adj p f g := by
    simp only [PiLp.inner_apply, RCLike.inner_apply, up_apply, down_apply]
    have h1 : ∀ S : Finset ι, g S * conj (if p ∈ S then sgn p S * f (S.erase p) else 0) =
        if p ∈ S then g S * (sgn p S * conj (f (S.erase p))) else 0 := by
      intro S; split_ifs <;> simp [sgn_conj]
    have h2 : ∀ S : Finset ι, (if p ∈ S then 0 else sgn p S * g (insert p S)) * conj (f S) =
        if p ∉ S then sgn p S * g (insert p S) * conj (f S) else 0 := by
      intro S; by_cases h : p ∈ S <;> simp [h]
    simp only [h1, h2]
    rw [← Finset.sum_filter, ← Finset.sum_filter]
    -- sets containing `p` correspond to sets without it
    refine Finset.sum_nbij' (fun S => S.erase p) (fun S => insert p S) ?_ ?_ ?_ ?_ ?_
    · intro S _; simp
    · intro S _; simp
    · intro S hS; exact Finset.insert_erase (Finset.mem_filter.mp hS).2
    · intro S hS; exact Finset.erase_insert (Finset.mem_filter.mp hS).2
    · intro S hS
      have hp := (Finset.mem_filter.mp hS).2
      have h3 := sgn_erase hp p
      rw [if_neg (lt_irrefl p), one_mul] at h3
      simp only [Finset.insert_erase hp, h3]
      ring
  cc p q f := by
    ext S
    simp only [PiLp.add_apply, PiLp.zero_apply, up_apply, Finset.mem_erase]
    by_cases e : p = q
    · subst e; simp
    by_cases hp : p ∈ S
    · by_cases hq : q ∈ S
      · simp only [hp, hq, e, Ne.symm e, ne_eq, not_false_eq_true, and_self, if_true]
        rw [sgn_erase hq p, sgn_erase hp q, Finset.erase_right_comm (a := q) (b := p)]
        rcases lt_or_gt_of_ne e with l | l
        · rw [if_neg (not_lt_of_gt l), if_pos l]; ring
        · rw [if_pos l, if_neg (not_lt_of_gt l)]; ring
      · simp [hq]
    · simp [hp]
  ac p q f := by
    ext S
    by_cases e : p = q
    · subst e
      rw [if_pos rfl]
      simp only [PiLp.add_apply, up_apply, down_apply]
      by_cases hp : p ∈ S
      · have h3 := sgn_erase hp p
        rw [if_neg (lt_irrefl p), one_mul] at h3
        simp only [hp, if_true, Finset.notMem_erase, if_false, Finset.insert_erase hp, ← h3]
        linear_combination f S * sgn_sq p S
      · simp only [hp, if_false, Finset.mem_insert_self, if_true, Finset.erase_insert hp,
          sgn_insert hp, lt_irrefl]
        linear_combination f S * sgn_sq p S
    · rw [if_neg e]
      simp only [PiLp.add_apply, PiLp.zero_apply, up_apply, down_apply, Finset.mem_erase,
        Finset.mem_insert]
      by_cases hp : p ∈ S
      · simp [hp, e]
      · by_cases hq : q ∈ S
        · simp only [hp, hq, or_true, and_false, if_true, if_false]
          rw [sgn_insert hp q, sgn_erase hq p, Finset.erase_insert_of_ne e]
          rcases lt_or_gt_of_ne e with l | l
          · rw [if_neg (not_lt_of_gt l), if_pos l]; ring
          · rw [if_pos l, if_neg (not_lt_of_gt l)]; ring
        · simp [hq, Ne.symm e]
  vac_unit := by simp
  vac_empty p := by
    ext S
    rw [down_apply]
    simp

end

end SeparatedDeterminants
```

```lean
#print axioms SeparatedDeterminants.gamma_diagonal
#print axioms SeparatedDeterminants.gamma_single_excitation
```

```
'SeparatedDeterminants.gamma_diagonal' depends on axioms: [propext, Classical.choice, Quot.sound]
'SeparatedDeterminants.gamma_single_excitation' depends on axioms: [propext, Classical.choice, Quot.sound]
```
